# On whole (001) planes, the 2kF oscillation of free-electron copper matches one with a period between four and five planes

## A slow wave from a fast one

If I take the free-electron Fermi wave number kF of copper at face value, I predict the wrong thing to look for. The RKKY coupling between two magnetic films should oscillate with wave number 2kF in the thickness of the copper between them. For a (001) spacer that gives a period of about 1.3 atomic planes. But when I plot the cosine at whole numbers of planes, I see a smooth wave that repeats after roughly four and a half. Is the slow wave an artefact of my plot, or is it the period that such a spacer shows? And could the same points hide a still longer one?

## Whole planes cannot tell the two waves apart

In the free-electron model, the slow wave is what the spacer shows, because its thickness only takes whole numbers of planes. At those thicknesses the fast and the slow cosine have the same values, and no sinusoid with a longer period fits them.

Start with the phase gained per plane. Let a be the cubic lattice constant. An fcc cell holds four atoms with one free electron each, so the electron density is ρ = 4/a³, and neighbouring (001) planes are d = a/2 apart. Then

kF = (3π²ρ)^(1/3) = (12π²)^(1/3) / a

q = 2 kF d = kF a = (12π²)^(1/3) ≈ 4.911

The lattice constant cancels. To place q between multiples of π, compare cubes:

(3π/2)³ = 27π³/8 < 12π², since π < 32/9

(8π/5)³ = 512π³/125 > 12π², since π > 375/128

Hence 3π/2 < q < 8π/5. The bare period 2π/q, counted in planes, is below 4/3 and so below two. The difference 2π − q lies between 2π/5 and π/2, so the period 2π/(2π − q) lies between four and five. Numerically the two periods are about 1.28 and 4.58.

Now let n be the integer number of planes and φ any phase offset. Since

(2π − q)n − φ = 2πn − (qn + φ)

and the cosine is even and 2π-periodic,

cos(qn + φ) = cos((2π − q)n − φ)

The offset changes sign. Halfway between planes, at n + 1/2, the same rearrangement leaves an extra π, and the two waves have opposite values. They are different functions of a continuous thickness that meet at the planes.

For the last part of your question, suppose a sinusoid with amplitude A, wave number p > 0 per plane and offset α has the same samples:

f(n) = A cos(pn + α) = cos(qn + φ) for every integer n

The addition formulas give f(n+1) + f(n−1) = 2 cos(p) f(n) from the first form and 2 cos(q) f(n) from the second. Therefore

(cos p − cos q) f(n) = 0 for every n

If cos p ≠ cos q, then f(0) = cos φ = 0 and f(1) = cos(q + φ) = −sin q sin φ = 0. As sin q ≠ 0, this makes sin φ vanish together with cos φ, which is impossible. So cos p = cos q = cos(2π − q). The cosine decreases strictly on [0, π], and 2π − q lies in that interval, so a p with 0 < p < 2π − q would have a larger cosine. Hence p ≥ 2π − q, and the period 2π/p is at most 2π/(2π − q).

Here is the same argument in Lean 4 with Mathlib.

```lean
import Mathlib

open Real

namespace InterlayerAliasing

noncomputable section

/-- The Fermi wave number of a free-electron gas of number density `ρ ≥ 0`. -/
def fermiWavenumber (ρ : ℝ) : ℝ := (3 * π ^ 2 * ρ) ^ (1 / 3 : ℝ)

/-- The phase `2 kF d` between neighbouring (001) planes of an fcc metal with one free electron
per atom and cubic lattice constant `a > 0`: the density is `4 / a ^ 3` and the spacing `a / 2`. -/
def copperPhase (a : ℝ) : ℝ := 2 * fermiWavenumber (4 / a ^ 3) * (a / 2)

/-- For every lattice constant `a > 0` the free-electron phase per (001) plane
is `(12 π²)^(1/3)`. -/
theorem copperPhase_eq {a : ℝ} (ha : 0 < a) :
    copperPhase a = (12 * π ^ 2) ^ (1 / 3 : ℝ) := by
  have ha3 : (a ^ 3) ^ (1 / 3 : ℝ) = a := by
    rw [← Real.rpow_natCast, ← Real.rpow_mul ha.le]
    norm_num
  unfold copperPhase fermiWavenumber
  -- the lattice constant leaves the cube root and cancels against the spacing
  rw [show 3 * π ^ 2 * (4 / a ^ 3) = 12 * π ^ 2 / a ^ 3 by ring,
    Real.div_rpow (by positivity) (by positivity), ha3]
  generalize (12 * π ^ 2) ^ (1 / 3 : ℝ) = x
  field_simp

/-- For `a > 0` the free-electron phase per (001) plane lies between `3π/2` and `8π/5`. -/
theorem copperPhase_bounds {a : ℝ} (ha : 0 < a) :
    3 * π / 2 < copperPhase a ∧ copperPhase a < 8 * π / 5 := by
  rw [copperPhase_eq ha]
  have hx : 0 ≤ (12 * π ^ 2) ^ (1 / 3 : ℝ) := by positivity
  have hcube : ((12 * π ^ 2) ^ (1 / 3 : ℝ)) ^ 3 = 12 * π ^ 2 := by
    rw [← Real.rpow_natCast, ← Real.rpow_mul (by positivity)]
    norm_num
  have hpi : 0 < π ^ 2 := by positivity
  -- compare cubes, using 3 < π < 3.15
  constructor
  · apply lt_of_pow_lt_pow_left₀ 3 hx
    rw [hcube]
    nlinarith [mul_pos hpi (sub_pos.mpr Real.pi_lt_d2)]
  · apply lt_of_pow_lt_pow_left₀ 3 (by positivity)
    rw [hcube]
    nlinarith [mul_pos hpi (sub_pos.mpr Real.pi_gt_three)]

/-- On the atomic planes an oscillation of phase `q` per plane equals one of phase `2π - q`
per plane, with the phase offset reversed. -/
theorem alias_on_planes (q φ : ℝ) (n : ℤ) :
    cos (q * n + φ) = cos ((2 * π - q) * n - φ) := by
  rw [show (2 * π - q) * n - φ = n * (2 * π) - (q * n + φ) by ring,
    Real.cos_int_mul_two_pi_sub]

/-- Halfway between neighbouring planes the oscillation and its alias have opposite values. -/
theorem alias_between_planes (q φ : ℝ) (n : ℤ) :
    cos ((2 * π - q) * (n + 1 / 2) - φ) = -cos (q * (n + 1 / 2) + φ) := by
  rw [show (2 * π - q) * ((n : ℝ) + 1 / 2) - φ
      = n * (2 * π) - (q * (n + 1 / 2) + φ - π) by ring,
    Real.cos_int_mul_two_pi_sub, Real.cos_sub_pi]

/-- If a sinusoid of phase `p` per plane, with any amplitude and offset, agrees on all atomic planes
with the unit-amplitude oscillation `cos (q * n + φ)`, and `sin q ≠ 0`, then `p` and `q` have the
same cosine. -/
theorem cos_eq_of_samples {p q A α φ : ℝ} (hq : sin q ≠ 0)
    (h : ∀ n : ℤ, A * cos (p * n + α) = cos (q * n + φ)) : cos p = cos q := by
  -- both sides obey the three-plane recurrence f(n+1) + f(n-1) = 2 cos(phase) f(n)
  have step : ∀ n : ℤ, (cos p - cos q) * cos (q * n + φ) = 0 := by
    intro n
    have h0 := h n
    have h1 := h (n + 1)
    have h2 := h (n - 1)
    push_cast at h1 h2
    rw [show p * ((n : ℝ) + 1) + α = (p * n + α) + p by ring,
      show q * ((n : ℝ) + 1) + φ = (q * n + φ) + q by ring,
      Real.cos_add (p * n + α) p, Real.cos_add (q * n + φ) q] at h1
    rw [show p * ((n : ℝ) - 1) + α = (p * n + α) - p by ring,
      show q * ((n : ℝ) - 1) + φ = (q * n + φ) - q by ring,
      Real.cos_sub (p * n + α) p, Real.cos_sub (q * n + φ) q] at h2
    linear_combination (h1 + h2) / 2 - cos p * h0
  by_contra hne
  have hd : cos p - cos q ≠ 0 := sub_ne_zero.mpr hne
  -- otherwise the oscillation vanishes on two neighbouring planes, which sin q ≠ 0 forbids
  have c0 : cos φ = 0 := by
    simpa using (mul_eq_zero.mp (step 0)).resolve_left hd
  have c1 : cos (q + φ) = 0 := by
    simpa using (mul_eq_zero.mp (step 1)).resolve_left hd
  rw [Real.cos_add, c0] at c1
  have hs : sin q * sin φ = 0 := by linarith
  have s0 : sin φ = 0 := (mul_eq_zero.mp hs).resolve_left hq
  have hone := Real.sin_sq_add_cos_sq φ
  rw [s0, c0] at hone
  norm_num at hone

/-- For `π < q < 2π`, no sinusoid of positive wave number that agrees with the oscillation on all
atomic planes has a period longer than `2π / (2π - q)` planes. -/
theorem alias_period_longest {p q A α φ : ℝ} (h1 : π < q) (h2 : q < 2 * π) (hp : 0 < p)
    (h : ∀ n : ℤ, A * cos (p * n + α) = cos (q * n + φ)) :
    2 * π / p ≤ 2 * π / (2 * π - q) := by
  have hsin : sin q ≠ 0 := by
    have hpos := Real.sin_pos_of_pos_of_lt_pi
      (show 0 < 2 * π - q by linarith) (by linarith)
    rw [Real.sin_two_pi_sub] at hpos
    linarith
  have hcos := cos_eq_of_samples hsin h
  -- cosine decreases strictly on [0, π], so a smaller wave number is impossible
  have hle : 2 * π - q ≤ p := by
    by_contra hlt
    have hc := Real.cos_lt_cos_of_nonneg_of_le_pi hp.le
      (show 2 * π - q ≤ π by linarith) (not_le.mp hlt)
    rw [Real.cos_two_pi_sub] at hc
    linarith
  exact div_le_div_of_nonneg_left (by positivity) (by linarith) hle

/-- Free-electron copper (001) with lattice constant `a > 0`: the bare period is below two planes,
while on the planes the oscillation equals one with a period between four and five planes,
the longest period of any sinusoid with the same values on all planes. -/
theorem copper_aliasing {a : ℝ} (ha : 0 < a) (φ : ℝ) :
    (∀ n : ℤ, cos (copperPhase a * n + φ) = cos ((2 * π - copperPhase a) * n - φ)) ∧
    2 * π / copperPhase a < 2 ∧
    4 < 2 * π / (2 * π - copperPhase a) ∧
    2 * π / (2 * π - copperPhase a) < 5 ∧
    ∀ p A α : ℝ, 0 < p →
      (∀ n : ℤ, A * cos (p * n + α) = cos (copperPhase a * n + φ)) →
      2 * π / p ≤ 2 * π / (2 * π - copperPhase a) := by
  obtain ⟨hlo, hhi⟩ := copperPhase_bounds ha
  have hpi := Real.pi_pos
  have hq : 0 < copperPhase a := by linarith
  have hr : 0 < 2 * π - copperPhase a := by linarith
  refine ⟨alias_on_planes _ φ, ?_, ?_, ?_, ?_⟩
  · rw [div_lt_iff₀ hq]
    linarith
  · rw [lt_div_iff₀ hr]
    linarith
  · rw [div_lt_iff₀ hr]
    linarith
  · intro p A α hp h
    exact alias_period_longest (by linarith) (by linarith) hp h

end

end InterlayerAliasing
```

```lean
#print axioms InterlayerAliasing.alias_between_planes
#print axioms InterlayerAliasing.copper_aliasing
```

```
'InterlayerAliasing.alias_between_planes' depends on axioms: [propext, Classical.choice, Quot.sound]
'InterlayerAliasing.copper_aliasing' depends on axioms: [propext, Classical.choice, Quot.sound]
```

The final theorem, `copper_aliasing`, takes a lattice constant `a > 0` and an arbitrary real offset `φ`, and makes five statements. The oscillation equals its alias at every integer `n`; the bare period is below two; the aliased period is above four; it is below five; and every sinusoid with positive wave number `p` that has the same samples has a period no longer than the aliased one. The amplitude `A` and the offset `α` of that competitor are free.

The spacer thickness is `n : ℤ`, read as a real number inside the cosine. Zero and negative `n` are not thicknesses of a spacer, yet the formal theorem asks a competitor to match there too. The argument itself uses only four consecutive planes, which can all be taken at positive `n`, so the conclusion also holds for physical thicknesses. The phase q is `copperPhase a`, built from `fermiWavenumber` at density `4 / a ^ 3`. Here `a` is the cubic lattice constant and not the plane spacing, and all periods are in units of that spacing. Despite its name, `copperPhase` contains nothing specific to copper: it describes any fcc metal with one free electron per atom.

The step from here to a real multilayer is the assumption that the coupling follows a single undamped cosine of wave number 2kF. Real coupling decays with thickness, and the Fermi surface of copper is not a sphere, so its spanning vectors, and with them the periods, differ from the free-electron ones. Within the one-cosine model, the result matters when a wave number is read off from couplings computed layer by layer: as long as the phase offset is left free, the samples do not distinguish q from 2π − q. Knowing the offset does not help either if it is a multiple of π.

The proof follows the calculation above:

- `copperPhase_eq` takes the lattice constant out of the cube root and cancels it against the spacing.
- `copperPhase_bounds` compares cubes through `lt_of_pow_lt_pow_left₀`. The bounds 3 < π < 3.15 are enough: their products with π² are handed to `nlinarith`, which closes each inequality.
- `alias_on_planes` rewrites the phase as `n * (2 * π)` minus the original one and applies the periodicity and evenness of the cosine. `alias_between_planes` does the same at half-integer positions, where the leftover π supplies the minus sign. It is a separate result and does not enter the final theorem.
- `cos_eq_of_samples` contains the recurrence. Its inner statement `step` expands the samples at n + 1 and n − 1, and `linear_combination` takes half the sum of the two resulting equations and subtracts cos p times the equation for the middle sample. Taking `step` at 0 and 1 then gives the contradiction between sin φ = 0 and cos φ = 0.
- `alias_period_longest` holds for any q with π < q < 2π. It first derives sin q ≠ 0 from that range, then uses the strict decrease of the cosine to get 2π − q ≤ p, and finally turns this into an inequality between periods.
- `copper_aliasing` puts in the bounds on q. The three period estimates become linear inequalities once the denominators, which are positive, are cleared.

The lower end of the range π < q < 2π is instructive. As q falls to π, the bare and the aliased period both tend to two planes, and the distinction between them disappears. At q = π itself, the offset φ = π/2 makes every sample zero. A competitor with A = 0 then fits for any p, so no period is the longest. At the other end, as q approaches 2π, the aliased period grows without limit.

A different model would treat the phase per plane as an angle, that is, a real number modulo 2π, which Mathlib provides as `Real.Angle`. This is the solid-state habit of reducing a spanning vector by a reciprocal lattice vector. The aliasing identity would then be almost immediate, since q and −(2π − q) are the same angle. An angle has no period of its own, however, so one would have to pick a real representative before speaking of four or five planes. With real wave numbers, as here, the short and the long period are both explicit and can be compared directly.
